# The inverse of a tridiagonal matrix has rank at most one in every block on or above the diagonal

Invertibility of an $n\times n$ matrix $T$ over a field is expressed here by a second matrix $G$ with $TG=1$, so that $G$ is a genuine inverse and no separate condition on a determinant is needed. For such a pair, the Lean file below proves that $T$ is tridiagonal exactly when, in both $G$ and its transpose, every two-by-two minor whose row indices are at most its column indices vanishes.

```lean
import Mathlib

open Matrix

namespace SemiseparableInverse

variable {K : Type*} [Field K] {n : ℕ}

/-- Site `i` couples to no site beyond its right neighbour: all entries above the first
superdiagonal vanish. -/
def IsLowerHessenberg (T : Matrix (Fin n) (Fin n) K) : Prop :=
  ∀ i j : Fin n, i.val + 1 < j.val → T i j = 0

/-- A nearest-neighbour chain: entries vanish unless the two sites coincide or are adjacent. -/
def IsTridiagonal (T : Matrix (Fin n) (Fin n) K) : Prop :=
  ∀ i j : Fin n, i.val + 1 < j.val ∨ j.val + 1 < i.val → T i j = 0

/-- Every two-by-two minor whose row indices are at most its column indices vanishes. -/
def IsUpperSemiseparable (G : Matrix (Fin n) (Fin n) K) : Prop :=
  ∀ i k j l : Fin n, i ≤ j → i ≤ l → k ≤ j → k ≤ l → G i j * G k l = G i l * G k j

/-- For a lower Hessenberg matrix with inverse `G`, columns `j < l` of `G` are proportional
on the rows up to `j`, in the sense that their two-by-two minors vanish. -/
theorem minor_of_lt {T G : Matrix (Fin n) (Fin n) K} (hTG : T * G = 1)
    (hT : IsLowerHessenberg T) {i k j l : Fin n} (hi : i ≤ j) (hk : k ≤ j) (hjl : j < l) :
    G i j * G k l = G i l * G k j := by
  -- a homogeneous system with one empty equation has a nonzero solution `w`
  let S : Matrix (Fin n) (Fin n) K := Matrix.of fun m =>
    if m = l then 0 else if m ≤ j then G m else Pi.single m 1
  have hdet : S.det = 0 := Matrix.det_eq_zero_of_row_eq_zero l (fun c => by simp [S])
  obtain ⟨w, hw0, hw⟩ := Matrix.exists_mulVec_eq_zero_iff.mpr hdet
  have hu : ∀ m, m ≤ j → (G *ᵥ w) m = 0 := by
    intro m hm
    have h := congrFun hw m
    have hml : m ≠ l := (lt_of_le_of_lt hm hjl).ne
    simpa [S, Matrix.mulVec, hml, hm] using h
  have hfar : ∀ m, j < m → m ≠ l → w m = 0 := by
    intro m hm hml
    have h := congrFun hw m
    simpa [S, Matrix.mulVec, hml, not_le.mpr hm] using h
  -- the band structure of `T` removes the components of `w` before `j`
  have hTu : T *ᵥ (G *ᵥ w) = w := by
    rw [Matrix.mulVec_mulVec, hTG, Matrix.one_mulVec]
  have hnear : ∀ r, r < j → w r = 0 := by
    intro r hr
    have h : ∑ c, T r c * (G *ᵥ w) c = w r := congrFun hTu r
    rw [← h]
    apply Finset.sum_eq_zero
    intro c _
    rcases le_or_gt c j with hc | hc
    · rw [hu c hc, mul_zero]
    · have h1 : r.val < j.val := hr
      have h2 : j.val < c.val := hc
      rw [hT r c (by omega), zero_mul]
  have hsupp : ∀ c, c ≠ j ∧ c ≠ l → w c = 0 := by
    intro c hc
    rcases lt_or_gt_of_ne hc.1 with h | h
    · exact hnear c h
    · exact hfar c h hc.2
  have hrow : ∀ m, m ≤ j → G m j * w j + G m l * w l = 0 := by
    intro m hm
    have h : ∑ c, G m c * w c = 0 := hu m hm
    rw [Fintype.sum_eq_add j l hjl.ne (fun c hc => by rw [hsupp c hc, mul_zero])] at h
    exact h
  -- a nonzero linear relation between the two columns kills the minor
  by_contra hne
  have hD : G i j * G k l - G i l * G k j ≠ 0 := sub_ne_zero.mpr hne
  have hj : (G i j * G k l - G i l * G k j) * w j = 0 := by
    linear_combination G k l * hrow i hi - G i l * hrow k hk
  have hl : (G i j * G k l - G i l * G k j) * w l = 0 := by
    linear_combination G i j * hrow k hk - G k j * hrow i hi
  apply hw0
  funext c
  by_cases h1 : c = j
  · rw [h1]
    exact (mul_eq_zero.mp hj).resolve_left hD
  · by_cases h2 : c = l
    · rw [h2]
      exact (mul_eq_zero.mp hl).resolve_left hD
    · exact hsupp c ⟨h1, h2⟩

/-- The inverse of a lower Hessenberg matrix is upper semiseparable. -/
theorem semiseparable_of_hessenberg {T G : Matrix (Fin n) (Fin n) K} (hTG : T * G = 1)
    (hT : IsLowerHessenberg T) : IsUpperSemiseparable G := by
  intro i k j l hij hil hkj hkl
  rcases lt_trichotomy j l with h | h | h
  · exact minor_of_lt hTG hT hij hkj h
  · rw [h]
  · exact (minor_of_lt hTG hT hil hkl h).symm

/-- In an upper semiseparable matrix the block with rows up to site `p` and columns from
site `p` on is a product of a row factor and a column factor. -/
theorem block_factorization {G : Matrix (Fin n) (Fin n) K} (hG : IsUpperSemiseparable G)
    (p : Fin n) : ∃ a b : Fin n → K, ∀ i j, i ≤ p → p ≤ j → G i j = a i * b j := by
  by_cases h : ∃ k l, k ≤ p ∧ p ≤ l ∧ G k l ≠ 0
  · obtain ⟨k, l, hk, hl, hkl⟩ := h
    refine ⟨fun i => G i l, fun j => G k j / G k l, fun i j hi hj => ?_⟩
    have hm := hG i k j l (hi.trans hj) (hi.trans hl) (hk.trans hj) (hk.trans hl)
    rw [← mul_div_assoc, eq_div_iff hkl]
    exact hm
  · refine ⟨0, 0, fun i j hi hj => ?_⟩
    by_contra hne
    exact h ⟨i, j, hi, hj, by simpa using hne⟩

/-- If the inverse `G` of `T` is upper semiseparable, then `T` is lower Hessenberg. -/
theorem hessenberg_of_semiseparable {T G : Matrix (Fin n) (Fin n) K} (hTG : T * G = 1)
    (hG : IsUpperSemiseparable G) : IsLowerHessenberg T := by
  intro r c hrc
  have hGT : G * T = 1 := mul_eq_one_comm.mp hTG
  obtain ⟨p, hp⟩ : ∃ p : Fin n, p.val = r.val + 1 := ⟨⟨r.val + 1, by omega⟩, rfl⟩
  have hrp : r < p := Fin.lt_def.mpr (by omega)
  have hpc : p < c := Fin.lt_def.mpr (by omega)
  obtain ⟨a, b, hab⟩ := block_factorization hG p
  -- again one equation is empty, so a nonzero `v` exists
  let S : Matrix (Fin n) (Fin n) K := Matrix.of fun m =>
    if m = r then 0 else if m < p then (fun i => G i m) else if m = p then a
    else Pi.single m 1
  have hdet : S.det = 0 := Matrix.det_eq_zero_of_row_eq_zero r (fun c => by simp [S])
  obtain ⟨v, hv0, hv⟩ := Matrix.exists_mulVec_eq_zero_iff.mpr hdet
  have hfar : ∀ m, p < m → v m = 0 := by
    intro m hm
    have h := congrFun hv m
    simpa [S, Matrix.mulVec, (hrp.trans hm).ne', hm.not_gt, hm.ne'] using h
  have ha : ∑ i, a i * v i = 0 := by
    have h := congrFun hv p
    simpa [S, Matrix.mulVec, dotProduct, hrp.ne'] using h
  -- `v G` lives on site `r` alone
  have hvG : ∀ m, m ≠ r → (v ᵥ* G) m = 0 := by
    intro m hmr
    change ∑ i, v i * G i m = 0
    rcases lt_or_ge m p with hm | hm
    · have h := congrFun hv m
      have h' : ∑ i, G i m * v i = 0 := by
        simpa [S, Matrix.mulVec, dotProduct, hmr, hm] using h
      rw [← h']
      exact Finset.sum_congr rfl (fun i _ => mul_comm _ _)
    · have h' : ∑ i, v i * G i m = (∑ i, a i * v i) * b m := by
        rw [Finset.sum_mul]
        apply Finset.sum_congr rfl
        intro i _
        rcases le_or_gt i p with hi | hi
        · rw [hab i m hi hm]
          ring
        · rw [hfar i hi]
          ring
      rw [h', ha, zero_mul]
  -- hence `v` is a multiple of row `r` of `T`
  have hvT : ∀ d, v d = (v ᵥ* G) r * T r d := by
    intro d
    have h : (v ᵥ* G) ᵥ* T = v := by
      rw [Matrix.vecMul_vecMul, hGT, Matrix.vecMul_one]
    have h' : ∑ m, (v ᵥ* G) m * T m d = v d := congrFun h d
    rw [← h']
    exact Fintype.sum_eq_single r (fun m hm => by rw [hvG m hm, zero_mul])
  have hc := hvT c
  rw [hfar c hpc] at hc
  refine (mul_eq_zero.mp hc.symm).resolve_left (fun h0 => hv0 ?_)
  funext d
  rw [hvT d, h0, zero_mul]
  rfl

/-- An invertible matrix is tridiagonal if and only if its inverse `G` and the transpose of
`G` are both upper semiseparable. -/
theorem tridiagonal_iff_inverse_semiseparable {T G : Matrix (Fin n) (Fin n) K}
    (hTG : T * G = 1) :
    IsTridiagonal T ↔ IsUpperSemiseparable G ∧ IsUpperSemiseparable Gᵀ := by
  have ht : Tᵀ * Gᵀ = 1 := by
    rw [← Matrix.transpose_mul, mul_eq_one_comm.mp hTG, Matrix.transpose_one]
  constructor
  · intro h
    exact ⟨semiseparable_of_hessenberg hTG (fun i j hij => h i j (Or.inl hij)),
      semiseparable_of_hessenberg ht (fun i j hij => h j i (Or.inr hij))⟩
  · rintro ⟨h1, h2⟩ i j (hij | hij)
    · exact hessenberg_of_semiseparable hTG h1 i j hij
    · exact hessenberg_of_semiseparable ht h2 j i hij

/-- For the inverse `G` of a tridiagonal matrix, any block with rows up to a site `p` and
columns from `p` on has rank at most one. -/
theorem block_rank_le_one {T G : Matrix (Fin n) (Fin n) K} (hTG : T * G = 1)
    (hT : IsTridiagonal T) {α β : Type*} [Fintype β] (p : Fin n)
    (r : α → Fin n) (c : β → Fin n) (hr : ∀ x, r x ≤ p) (hc : ∀ y, p ≤ c y) :
    (G.submatrix r c).rank ≤ 1 := by
  classical
  obtain ⟨a, b, hab⟩ :=
    block_factorization ((tridiagonal_iff_inverse_semiseparable hTG).mp hT).1 p
  have h : G.submatrix r c = Matrix.vecMulVec (fun x => a (r x)) (fun y => b (c y)) := by
    ext x y
    exact hab _ _ (hr x) (hc y)
  rw [h]
  exact Matrix.rank_vecMulVec_le _ _

/-- The three-site chain with diagonal entries `2` and nearest-neighbour coupling `-1`. -/
def chain : Matrix (Fin 3) (Fin 3) ℚ := !![2, -1, 0; -1, 2, -1; 0, -1, 2]

/-- The explicit candidate for the inverse of the three-site chain. -/
def chainInverse : Matrix (Fin 3) (Fin 3) ℚ :=
  !![3/4, 1/2, 1/4; 1/2, 1, 1/2; 1/4, 1/2, 3/4]

/-- The three-site chain is tridiagonal with inverse `chainInverse`, and the minor of that
inverse on the first two rows and first two columns does not vanish. -/
theorem chain_witness : IsTridiagonal chain ∧ chain * chainInverse = 1 ∧
    chainInverse 0 0 * chainInverse 1 1 ≠ chainInverse 0 1 * chainInverse 1 0 := by
  refine ⟨?_, ?_, ?_⟩
  · intro i j h
    revert h
    fin_cases i <;> fin_cases j <;> simp [chain]
  · ext i j
    fin_cases i <;> fin_cases j <;>
      norm_num [chain, chainInverse, Matrix.mul_apply, Fin.sum_univ_succ]
  · norm_num [chainInverse]

end SemiseparableInverse
```

```lean
#print axioms SemiseparableInverse.block_rank_le_one
```

```
'SemiseparableInverse.block_rank_le_one' depends on axioms: [propext, Classical.choice, Quot.sound]
```

## Band shape and vanishing minors

The sites are the elements of `Fin n`, numbered $0,\dots,n-1$, and the matrix entries lie in an arbitrary field `K`, which may be $\mathbb R$ or $\mathbb C$. `IsTridiagonal T` says that $T_{ij}=0$ unless $i$ and $j$ coincide or are neighbours. `IsLowerHessenberg T` asks for half of this: $T_{ij}=0$ whenever $j>i+1$, with no condition below the diagonal.

`IsUpperSemiseparable G` is the identity

$$G_{ij}G_{kl}=G_{il}G_{kj}\qquad\text{whenever } i,k\le j,l .$$

Each of the two row indices must be at most each of the two column indices. The identity is trivial if $i=k$ or $j=l$, so it has content only from three sites on. For $n\le 2$ every matrix is tridiagonal and every matrix satisfies the identity.

The main theorem, `tridiagonal_iff_inverse_semiseparable`, assumes only `T * G = 1`. Neither symmetry of $T$ nor nonzero couplings are required. The upper triangle of $G$ is governed by the Hessenberg half alone, through `semiseparable_of_hessenberg` and its converse `hessenberg_of_semiseparable`.

`block_rank_le_one` turns the minors into a statement about rank. The maps `r` and `c` select rows up to a site $p$ and columns from $p$ on, and the selected block of $G$ has rank at most one. Applying the theorem to the transposes gives the blocks on or below the diagonal.

## Propagation through an intermediate site

For a finite, open, non-interacting chain with one orbital per site, orthonormal orbitals and nearest-neighbour hopping, $T=E-H$ is tridiagonal, where $H$ is the Hamiltonian matrix and $E$ is a real or complex energy that is not an eigenvalue. Its inverse $G$ is the Green's function. Setting $k=j$ in the identity gives, for $i\le j\le l$,

$$G_{ij}G_{jl}=G_{il}G_{jj}.$$

If $G_{jj}\ne0$, then $G_{il}=G_{ij}G_{jj}^{-1}G_{jl}$: the amplitude between $i$ and $l$ factors at any site $j$ between them, as it should when there is no path around $j$.

The hypothesis `hTG` stands for the requirement that $E$ avoid the spectrum. A ring of three or more sites has nonzero corner entries and is not tridiagonal. With several orbitals per site, $T$ is in general only block tridiagonal, and these scalar theorems do not apply to it.

## Why the band shape forces the minors to vanish

Take columns $j<l$ and rows $i,k\le j$. Look for a vector $w$ that satisfies

- $(Gw)_m=0$ for every $m\le j$,
- $w_m=0$ for every $m>j$ with $m\ne l$.

These are $n-1$ homogeneous equations for $n$ unknowns, so a solution $w\neq0$ exists. In `minor_of_lt` they form the rows of a square matrix `S`, whose row $l$ is left empty. Its determinant is therefore zero, and `Matrix.exists_mulVec_eq_zero_iff` supplies $w$.

Since $TG=1$, applying $T$ to $Gw$ returns $w$. For a site $r<j$,

$$w_r=\sum_c T_{rc}(Gw)_c .$$

Terms with $c\le j$ vanish because $(Gw)_c=0$. Terms with $c>j$ vanish because then $c>r+1$, so $T_{rc}=0$. Hence $w_r=0$, which is the step `hnear`. Only $w_j$ and $w_l$ can be nonzero, and the first set of equations becomes

$$G_{mj}w_j+G_{ml}w_l=0\qquad(m\le j).$$

Let $D=G_{ij}G_{kl}-G_{il}G_{kj}$. Multiply the equation for $m=i$ by $G_{kl}$ and subtract $G_{il}$ times the equation for $m=k$. The terms in $w_l$ cancel and leave $Dw_j=0$. Similarly, $G_{ij}$ times the equation for $k$ minus $G_{kj}$ times the equation for $i$ gives $Dw_l=0$. The two `linear_combination` calls carry out this elimination. If $D$ were nonzero, both components would vanish and $w$ would be zero, a contradiction. So $D=0$.

`semiseparable_of_hessenberg` completes the cases: $j=l$ is trivial, and $j>l$ follows by exchanging the two columns.

## Why the minors determine the band shape

First, the minors factor a block. Fix a site $p$ and consider rows $i\le p$ and columns $j\ge p$. If the block contains a nonzero entry $G_{kl}$, the identity gives

$$G_{ij}=a_ib_j,\qquad a_i=G_{il},\quad b_j=\frac{G_{kj}}{G_{kl}} .$$

If the block is zero, take $a=b=0$. This is `block_factorization`, and it also yields the rank bound, because the block is an outer product.

Now suppose that $G$ satisfies the identity, and let $c>r+1$. The aim is $T_{rc}=0$. Put $p=r+1$, take the factors $a,b$ at this $p$, and look for a vector $v$ with

- $\sum_i v_iG_{im}=0$ for every $m<r$,
- $\sum_i a_iv_i=0$,
- $v_m=0$ for every $m>p$.

There are $r+1+(n-1-p)=n-1$ equations, so again a solution $v\ne0$ exists. Lean obtains it from a second matrix `S`, this time with row $r$ empty.

For $m\ge p$, the support of $v$ allows the factorization to be used:

$$(vG)_m=\sum_{i\le p}v_ia_ib_m=\Bigl(\sum_i a_iv_i\Bigr)b_m=0 .$$

Together with the first set of equations, this shows that $vG$ vanishes except possibly at $r$, which is `hvG`. A one-sided inverse of a square matrix is two-sided, so $GT=1$ and

$$v_d=\sum_m (vG)_mT_{md}=(vG)_rT_{rd}\qquad\text{for every site } d.$$

The factor $(vG)_r$ is nonzero, since otherwise $v=0$. But $v_c=0$ because $c>p$, so $T_{rc}=0$.

For the tridiagonal theorem, note that $T$ is tridiagonal exactly when $T$ and $T^{\mathsf T}$ are both lower Hessenberg. Transposing $GT=1$ gives $T^{\mathsf T}G^{\mathsf T}=1$, so the two Hessenberg results apply to each triangle in turn.

## Three sites with explicit numbers

The file's `chain` is the second-difference matrix for $-d^2/dx^2$ on three interior grid points with unit spacing and zero boundary values:

$$T=\begin{pmatrix}2&-1&0\\-1&2&-1\\0&-1&2\end{pmatrix},\qquad
G=\frac14\begin{pmatrix}3&2&1\\2&4&2\\1&2&3\end{pmatrix}.$$

Rows $0,1$ and columns $1,2$ form a block with $p=1$:

$$\begin{pmatrix}1/2&1/4\\1&1/2\end{pmatrix}
=\begin{pmatrix}1/2\\1\end{pmatrix}\begin{pmatrix}1&1/2\end{pmatrix}.$$

Its minor is $\tfrac12\cdot\tfrac12-\tfrac14\cdot1=0$. The vector used in the forward argument, for $j=1$ and $l=2$, can be taken as $w=(0,1,-2)$. Then $Gw=(0,0,-1)$ vanishes on the first two sites, and $T(0,0,-1)=(0,1,-2)$ recovers $w$.

The index condition matters. Rows $0,1$ and columns $0,1$ straddle the diagonal, and there $G_{00}G_{11}=\tfrac34$ while $G_{01}G_{10}=\tfrac14$. `chain_witness` checks this inequality together with the band shape and the product $TG=1$, entry by entry.

## Far-off-diagonal elements in a Green's function code

In a transport calculation for the chain described above, with one orthonormal orbital per site, nearest-neighbour hopping and a non-interacting lead attached to each end site, the lead self-energies change only the two end diagonal entries of $T$, which stays tridiagonal. The transmission needs the corner element $G_{0,n-1}$. If the diagonal elements of $G$ and those just above them are known, and the diagonal ones are nonzero, the rest of row $0$ follows from

$$G_{0,l}=\frac{G_{0,l-1}\,G_{l-1,l}}{G_{l-1,l-1}}\qquad(l\ge2),$$

which is the identity with $i=0$ and $k=j=l-1$. The full inverse need not be formed.

A code that stores the upper triangle as $a_ib_j$ should note that `block_factorization` allows the factors to change with $p$. For $T=G=1$ with $n\ge2$, no single pair serves the whole triangle: the diagonal requires every $a_i$ and $b_i$ to be nonzero, while $G_{01}=0$ requires $a_0b_1=0$. The theorems concern exact arithmetic, so the rounding error of such recursions has to be assessed separately.
